# With a Hermitian Hamiltonian, propagation error is at most the initial error plus the integrated defect

After a time propagation, a code can estimate its error without a reference run: it joins the stored states by a smooth curve $v(t)$, inserts this curve into the Schrödinger equation and measures what is left over. The bound below turns that leftover into a limit on the distance from the exact state.

## Error against accumulated defect

Let $H(t)$ be the Hamiltonian, with $\hbar=1$, and let $u(t)$ be an exact solution of $i u' = H u$ on $[0,T]$. The defect of the approximation, often called the residual, is

$$r(t) = i v'(t) - H(t)v(t).$$

If every $H(t)$ is symmetric and $\|r(t)\|\le\delta(t)$ for a continuous function $\delta$, then for $0\le t\le T$

$$\|u(t)-v(t)\| \le \|u(0)-v(0)\| + \int_0^t \delta(s)\,ds.$$

For equal initial states and a constant bound $d$ on the defect, the right-hand side is $d\,t$. A general estimate for differential equations, which uses only a Lipschitz constant $L>0$ of the right-hand side, gives $(d/L)(e^{Lt}-1)$ instead. Here the size of $H$ doesn't enter.

## Residual checks and frozen Hamiltonians

The bound supports an error estimate made after the run, and a step-size control that keeps the defect below a chosen rate. In real-time electronic-structure calculations it applies to a prescribed $H(t)$ in a fixed, finite orthonormal basis, but not to a Hamiltonian that depends on the evolving density.

A second use is replacing $H(t)$ by a simpler symmetric $K(t)$. If $\|(K(t)-H(t))x\|\le\kappa\|x\|$ for all states $x$, solutions from the same initial state differ by at most $\kappa\|v(0)\|t$, which is $\kappa t$ for a normalised state. The constant $\kappa$ bounds the strength of the neglected or altered terms. A constant energy shift counts too, although it changes only the global phase.

Freezing $H$ at the midpoint of each step usually gives a trajectory with kinks at the step boundaries. The integral bound can then be used on one step at a time, with the clock reset to zero and the error accumulated so far as the initial error.

## The Hamiltonian drops out of the error growth

Set $w=u-v$. Subtracting $i v' = Hv+r$ from $i u' = Hu$ gives

$$i w' = Hw-r.$$

Take the inner product with $w$, linear in the second slot, and then the imaginary part. Since $\operatorname{Im}(iz)=\operatorname{Re}z$,

$$\operatorname{Re}\langle w,w'\rangle = \operatorname{Im}\langle w,Hw\rangle-\operatorname{Im}\langle w,r\rangle = -\operatorname{Im}\langle w,r\rangle,$$

because the expectation value of a symmetric operator is real.

The norm $\|w\|$ may fail to be differentiable where $w=0$, so take $\varepsilon>0$ and $g=\sqrt{\|w\|^2+\varepsilon^2}$. From $(\|w\|^2)'=2\operatorname{Re}\langle w,w'\rangle$ and the Cauchy–Schwarz inequality,

$$g' = \frac{\operatorname{Re}\langle w,w'\rangle}{g} \le \frac{\|w\|\,\|r\|}{g} \le \delta.$$

Also $g(0)\le\|w(0)\|+\varepsilon$. Comparing $g$ with the integral of $\delta$ gives

$$\|w(t)\|\le g(t)\le\|w(0)\|+\varepsilon+\int_0^t\delta(s)\,ds,$$

and $\varepsilon\to0$ gives the bound.

For the replaced Hamiltonian, let $i v'=Kv$. The same identity with $v$ in place of $w$, $K$ in place of $H$ and $r=0$ gives $(\|v\|^2)'=0$, so $\|v(t)\|=\|v(0)\|$. The defect relative to $H$ is $(K-H)v$, whose norm is at most $\kappa\|v(0)\|$.

The rate $d$ can't be improved in general. For a single level of frequency $\omega$, take $u=e^{-i\omega t}$ and $v=(1+dt)e^{-i\omega t}$ with $d\ge0$. Then $i v'-\omega v=i d e^{-i\omega t}$ has modulus $d$, and $|u-v|=dt$. This $v$ has norm $1+dt$: the whole error is a drift of the norm.

## Gain brings the exponential back

Replace the real frequency by $H=i\gamma$ with $\gamma>0$, a level with gain. The exact solution is $u=e^{\gamma t}$, and

$$v=e^{\gamma t}+\frac{d}{\gamma}\left(e^{\gamma t}-1\right)$$

starts from the same value. Its defect is $i d$, yet the error is $(d/\gamma)(e^{\gamma t}-1)$, which exceeds $dt$ for $d,t>0$. The example violates $\operatorname{Im}\langle x,Hx\rangle\le0$, a weaker condition than symmetry and all that the error estimate needs. An absorbing potential satisfies it. This paragraph is pencil work; the theorems below assume symmetry.

## The bound in Lean

```lean
import Mathlib

open Complex Set

namespace QuantumDefectBound

noncomputable section

variable {E : Type*} [NormedAddCommGroup E] [InnerProductSpace ℂ E]

/-- The defect `i v' - H v` of an approximate trajectory `v` with velocity `v'`
in the Schrödinger equation with Hamiltonian `H`. -/
def defect (H : ℝ → E →ₗ[ℂ] E) (v v' : ℝ → E) (t : ℝ) : E :=
  I • v' t - H t (v t)

/-- If `i w' = A w - r` with `A` symmetric, then `Re ⟨w, w'⟩ = -Im ⟨w, r⟩`: `A` does not appear in
the result. -/
theorem re_inner_velocity {A : E →ₗ[ℂ] E} (hA : A.IsSymmetric) {w w' r : E}
    (h : I • w' = A w - r) : (inner ℂ w w').re = -(inner ℂ w r).im := by
  -- the expectation value of a symmetric operator is real
  have hreal : (inner ℂ w (A w)).im = 0 := by
    apply Complex.conj_eq_iff_im.mp
    have h1 := inner_conj_symm (𝕜 := ℂ) w (A w)
    rw [hA w w] at h1
    exact h1
  have h2 := congrArg (fun x => (inner ℂ w x).im) h
  simp only [inner_smul_right, inner_sub_right, Complex.sub_im, Complex.mul_im,
    Complex.I_re, Complex.I_im, zero_mul, one_mul, zero_add] at h2
  linarith

/-- The squared norm of a differentiable curve changes at the rate `2 Re ⟨w, w'⟩`. -/
theorem hasDerivWithinAt_norm_sq {w : ℝ → E} {w' : E} {s : Set ℝ} {t : ℝ}
    (h : HasDerivWithinAt w w' s t) :
    HasDerivWithinAt (fun x => ‖w x‖ ^ 2) (2 * (inner ℂ (w t) w').re) s t := by
  -- differentiate `⟨w, w⟩` and take the real part
  have h1 : HasDerivWithinAt (fun x => (inner ℂ (w x) (w x)).re)
      (inner ℂ (w t) w' + inner ℂ w' (w t)).re s t :=
    Complex.reCLM.hasFDerivAt.comp_hasDerivWithinAt t (HasDerivWithinAt.inner ℂ h h)
  have hfun : (fun x => ‖w x‖ ^ 2) = fun x => (inner ℂ (w x) (w x)).re :=
    funext fun x => (inner_self_eq_norm_sq (𝕜 := ℂ) (w x)).symm
  have hsymm : (inner ℂ w' (w t)).re = (inner ℂ (w t) w').re := by
    rw [← inner_conj_symm w' (w t), Complex.conj_re]
  rw [hfun]
  exact h1.congr_deriv (by rw [Complex.add_re, hsymm]; ring)

/-- If `u` solves `i u' = H u` with symmetric `H(t)` and the defect of `v` is at most `δ(t)`
in norm, with `δ` continuous, then the error is at most the initial error plus the
time integral of `δ`. -/
theorem error_le_integral_defect {H : ℝ → E →ₗ[ℂ] E} {u u' v v' : ℝ → E} {T : ℝ} {δ : ℝ → ℝ}
    (hH : ∀ t ∈ Icc 0 T, (H t).IsSymmetric)
    (hu : ∀ t ∈ Icc 0 T, HasDerivWithinAt u (u' t) (Icc 0 T) t)
    (hv : ∀ t ∈ Icc 0 T, HasDerivWithinAt v (v' t) (Icc 0 T) t)
    (hsol : ∀ t ∈ Icc 0 T, I • u' t = H t (u t))
    (hδ : Continuous δ) (hdef : ∀ t ∈ Icc 0 T, ‖defect H v v' t‖ ≤ δ t)
    {t : ℝ} (ht : t ∈ Icc 0 T) :
    ‖u t - v t‖ ≤ ‖u 0 - v 0‖ + ∫ s in (0 : ℝ)..t, δ s := by
  apply le_of_forall_pos_le_add
  intro ε hε
  -- the regularised error is differentiable even where the error vanishes
  have hder : ∀ x ∈ Icc 0 T, HasDerivWithinAt
      (fun y => Real.sqrt (‖u y - v y‖ ^ 2 + ε ^ 2))
      (2 * (inner ℂ (u x - v x) (u' x - v' x)).re /
        (2 * Real.sqrt (‖u x - v x‖ ^ 2 + ε ^ 2))) (Icc 0 T) x := by
    intro x hx
    have hpos : ‖u x - v x‖ ^ 2 + ε ^ 2 ≠ 0 := by positivity
    exact ((hasDerivWithinAt_norm_sq ((hu x hx).fun_sub (hv x hx))).add_const (ε ^ 2)).sqrt hpos
  have hint : ∀ x : ℝ, HasDerivAt
      (fun y => ‖u 0 - v 0‖ + ε + ∫ s in (0 : ℝ)..y, δ s) (δ x) x := fun x =>
    (hδ.integral_hasStrictDerivAt 0 x).hasDerivAt.const_add _
  have key := image_le_of_deriv_right_le_deriv_boundary
    (fun x hx => (hder x hx).continuousWithinAt)
    (fun x hx => (hder x (Ico_subset_Icc_self hx)).mono_of_mem_nhdsWithin
      (Icc_mem_nhdsGE_of_mem hx))
    (B := fun y => ‖u 0 - v 0‖ + ε + ∫ s in (0 : ℝ)..y, δ s) (B' := δ)
    (by
      simp only [intervalIntegral.integral_same, add_zero]
      exact Real.sqrt_le_iff.mpr
        ⟨by positivity, by nlinarith [mul_nonneg (norm_nonneg (u 0 - v 0)) hε.le]⟩)
    (fun x _ => (hint x).continuousAt.continuousWithinAt)
    (fun x _ => (hint x).hasDerivWithinAt)
    (by
      intro x hx'
      have hx := Ico_subset_Icc_self hx'
      have hrate := re_inner_velocity (hH x hx) (w := u x - v x) (w' := u' x - v' x)
        (r := defect H v v' x) (by
          rw [smul_sub, hsol x hx, map_sub, defect]
          abel)
      -- only the defect feeds the error
      have h1 : (inner ℂ (u x - v x) (u' x - v' x)).re ≤ ‖u x - v x‖ * δ x := by
        rw [hrate]
        calc -(inner ℂ (u x - v x) (defect H v v' x)).im
            ≤ ‖inner ℂ (u x - v x) (defect H v v' x)‖ :=
              (neg_le_abs _).trans (Complex.abs_im_le_norm _)
          _ ≤ ‖u x - v x‖ * ‖defect H v v' x‖ := norm_inner_le_norm _ _
          _ ≤ ‖u x - v x‖ * δ x := mul_le_mul_of_nonneg_left (hdef x hx) (norm_nonneg _)
      have h2 : ‖u x - v x‖ ≤ Real.sqrt (‖u x - v x‖ ^ 2 + ε ^ 2) :=
        (le_abs_self _).trans (Real.abs_le_sqrt (by nlinarith [sq_nonneg ε]))
      have h3 : 0 ≤ δ x := (norm_nonneg _).trans (hdef x hx)
      have h4 : 0 < Real.sqrt (‖u x - v x‖ ^ 2 + ε ^ 2) := Real.sqrt_pos.mpr (by positivity)
      rw [div_le_iff₀ (by positivity)]
      nlinarith [mul_le_mul_of_nonneg_right h2 h3])
    ht
  have h5 : ‖u t - v t‖ ≤ Real.sqrt (‖u t - v t‖ ^ 2 + ε ^ 2) :=
    (le_abs_self _).trans (Real.abs_le_sqrt (by nlinarith [sq_nonneg ε]))
  have h6 := h5.trans key
  linarith

/-- If `u` solves `i u' = H u` with symmetric `H(t)`, `v` starts from the same state and its
defect is at most `d` in norm, then the error at time `t` is at most `d t`. -/
theorem error_le_mul_time {H : ℝ → E →ₗ[ℂ] E} {u u' v v' : ℝ → E} {T d : ℝ}
    (hH : ∀ t ∈ Icc 0 T, (H t).IsSymmetric)
    (hu : ∀ t ∈ Icc 0 T, HasDerivWithinAt u (u' t) (Icc 0 T) t)
    (hv : ∀ t ∈ Icc 0 T, HasDerivWithinAt v (v' t) (Icc 0 T) t)
    (hsol : ∀ t ∈ Icc 0 T, I • u' t = H t (u t)) (h0 : u 0 = v 0)
    (hdef : ∀ t ∈ Icc 0 T, ‖defect H v v' t‖ ≤ d) {t : ℝ} (ht : t ∈ Icc 0 T) :
    ‖u t - v t‖ ≤ d * t := by
  have h := error_le_integral_defect hH hu hv hsol (continuous_const (y := d)) hdef ht
  rw [h0, sub_self, norm_zero, zero_add, intervalIntegral.integral_const, sub_zero,
    smul_eq_mul, mul_comm] at h
  exact h

/-- The bound `d t` for a time-dependent Hermitian matrix `H(t)`, an exact solution `u` and
an approximation `v` with the same initial state and defect at most `d` in norm. -/
theorem matrix_error_le_mul_time {n : Type*} [Fintype n] [DecidableEq n]
    {H : ℝ → Matrix n n ℂ} {u u' v v' : ℝ → EuclideanSpace ℂ n} {T d : ℝ}
    (hH : ∀ t ∈ Icc 0 T, (H t).IsHermitian)
    (hu : ∀ t ∈ Icc 0 T, HasDerivWithinAt u (u' t) (Icc 0 T) t)
    (hv : ∀ t ∈ Icc 0 T, HasDerivWithinAt v (v' t) (Icc 0 T) t)
    (hsol : ∀ t ∈ Icc 0 T, I • u' t = Matrix.toEuclideanLin (H t) (u t)) (h0 : u 0 = v 0)
    (hdef : ∀ t ∈ Icc 0 T, ‖defect (fun s => Matrix.toEuclideanLin (H s)) v v' t‖ ≤ d)
    {t : ℝ} (ht : t ∈ Icc 0 T) : ‖u t - v t‖ ≤ d * t :=
  error_le_mul_time (H := fun s => Matrix.toEuclideanLin (H s))
    (fun s hs => Matrix.isSymmetric_toEuclideanLin_iff.mpr (hH s hs)) hu hv hsol h0 hdef ht

/-- A solution of `i v' = K v` with symmetric `K(t)` keeps its initial norm. -/
theorem norm_conserved {K : ℝ → E →ₗ[ℂ] E} {v v' : ℝ → E} {T : ℝ}
    (hK : ∀ t ∈ Icc 0 T, (K t).IsSymmetric)
    (hv : ∀ t ∈ Icc 0 T, HasDerivWithinAt v (v' t) (Icc 0 T) t)
    (hsol : ∀ t ∈ Icc 0 T, I • v' t = K t (v t)) {t : ℝ} (ht : t ∈ Icc 0 T) :
    ‖v t‖ = ‖v 0‖ := by
  have hder : ∀ x ∈ Icc 0 T, HasDerivWithinAt (fun y => ‖v y‖ ^ 2) 0 (Icc 0 T) x := by
    intro x hx
    have hrate := re_inner_velocity (hK x hx) (w := v x) (w' := v' x) (r := 0)
      (by rw [hsol x hx, sub_zero])
    have h := hasDerivWithinAt_norm_sq (hv x hx)
    rw [hrate, inner_zero_right, Complex.zero_im, neg_zero, mul_zero] at h
    exact h
  have h := constant_of_has_deriv_right_zero
    (fun x hx => (hder x hx).continuousWithinAt)
    (fun x hx => (hder x (Ico_subset_Icc_self hx)).mono_of_mem_nhdsWithin
      (Icc_mem_nhdsGE_of_mem hx)) t ht
  exact (sq_eq_sq₀ (norm_nonneg _) (norm_nonneg _)).mp h

/-- If two symmetric Hamiltonians satisfy `‖(K - H) x‖ ≤ κ ‖x‖` at all times, their solutions
from the same initial state differ at time `t` by at most `κ t` times the initial norm. -/
theorem hamiltonian_error {H K : ℝ → E →ₗ[ℂ] E} {u u' v v' : ℝ → E} {T κ : ℝ}
    (hH : ∀ t ∈ Icc 0 T, (H t).IsSymmetric) (hK : ∀ t ∈ Icc 0 T, (K t).IsSymmetric)
    (hu : ∀ t ∈ Icc 0 T, HasDerivWithinAt u (u' t) (Icc 0 T) t)
    (hv : ∀ t ∈ Icc 0 T, HasDerivWithinAt v (v' t) (Icc 0 T) t)
    (hsolu : ∀ t ∈ Icc 0 T, I • u' t = H t (u t))
    (hsolv : ∀ t ∈ Icc 0 T, I • v' t = K t (v t)) (h0 : u 0 = v 0)
    (hκ : ∀ t ∈ Icc 0 T, ∀ x, ‖K t x - H t x‖ ≤ κ * ‖x‖) {t : ℝ} (ht : t ∈ Icc 0 T) :
    ‖u t - v t‖ ≤ κ * ‖v 0‖ * t := by
  refine error_le_mul_time hH hu hv hsolu h0 (fun s hs => ?_) ht
  -- the defect is the Hamiltonian error acting on a state of constant norm
  rw [defect, hsolv s hs, ← norm_conserved hK hv hsolv hs]
  exact hκ s hs (v s)

/-- The amplitude `exp(-iωt)` of a single level of frequency `ω`. -/
def phase (ω t : ℝ) : ℂ := Complex.exp (-(I * ω) * t)

/-- The amplitude `(1 + d t) exp(-iωt)`, whose modulus is `1 + d t` as long as that is nonnegative.
-/
def drifting (ω d t : ℝ) : ℂ := (1 + d * t) * phase ω t

/-- The bound `d t` is attained: for a single level of frequency `ω` and `d ≥ 0`, the drifting
amplitude starts at the exact one, has defect of norm `d`, and has error `d t` at `t ≥ 0`. -/
theorem bound_attained (ω d : ℝ) (hd : 0 ≤ d) :
    Differentiable ℝ (phase ω) ∧ Differentiable ℝ (drifting ω d) ∧
    phase ω 0 = drifting ω d 0 ∧
    ∀ t : ℝ, 0 ≤ t → I * deriv (phase ω) t = ω * phase ω t ∧
      ‖defect (fun _ => (ω : ℂ) • LinearMap.id) (drifting ω d) (deriv (drifting ω d)) t‖ = d ∧
      ‖phase ω t - drifting ω d t‖ = d * t := by
  have hid : ∀ t : ℝ, HasDerivAt (fun s : ℝ => (s : ℂ)) 1 t := fun t => by
    simpa using (hasDerivAt_id t).ofReal_comp
  have hp : ∀ t, HasDerivAt (phase ω) (-(I * ω) * phase ω t) t := fun t =>
    (((hid t).const_mul (-(I * (ω : ℂ)))).cexp).congr_deriv (by rw [phase]; ring)
  have hq : ∀ t, HasDerivAt (drifting ω d)
      (d * phase ω t + (1 + d * t) * (-(I * ω) * phase ω t)) t := fun t =>
    ((((hid t).const_mul (d : ℂ)).const_add 1).fun_mul (hp t)).congr_deriv (by ring)
  have hn : ∀ t, ‖phase ω t‖ = 1 := fun t => by
    rw [phase, Complex.norm_exp]
    simp
  refine ⟨fun t => (hp t).differentiableAt, fun t => (hq t).differentiableAt,
    by simp [drifting], fun t ht => ⟨?_, ?_, ?_⟩⟩
  · rw [(hp t).deriv]
    linear_combination (-(ω * phase ω t)) * Complex.I_sq
  · have h : defect (fun _ => (ω : ℂ) • LinearMap.id) (drifting ω d)
        (deriv (drifting ω d)) t = I * d * phase ω t := by
      simp only [defect, (hq t).deriv, LinearMap.smul_apply, LinearMap.id_apply, smul_eq_mul,
        drifting]
      linear_combination (-(ω * (1 + d * t) * phase ω t)) * Complex.I_sq
    rw [h, norm_mul, norm_mul, hn, Complex.norm_I, Complex.norm_real, Real.norm_of_nonneg hd]
    ring
  · have h : phase ω t - drifting ω d t = -(((d * t : ℝ) : ℂ) * phase ω t) := by
      rw [drifting]
      push_cast
      ring
    rw [h, norm_neg, norm_mul, hn, Complex.norm_real, Real.norm_of_nonneg (mul_nonneg hd ht),
      mul_one]

end

end QuantumDefectBound
```

```lean
#print axioms QuantumDefectBound.error_le_integral_defect
#print axioms QuantumDefectBound.matrix_error_le_mul_time
#print axioms QuantumDefectBound.hamiltonian_error
#print axioms QuantumDefectBound.bound_attained
```

```
'QuantumDefectBound.error_le_integral_defect' depends on axioms: [propext, Classical.choice, Quot.sound]
'QuantumDefectBound.matrix_error_le_mul_time' depends on axioms: [propext, Classical.choice, Quot.sound]
'QuantumDefectBound.hamiltonian_error' depends on axioms: [propext, Classical.choice, Quot.sound]
'QuantumDefectBound.bound_attained' depends on axioms: [propext, Classical.choice, Quot.sound]
```

## What the Lean statements assume and prove

**States and Hamiltonians.** `E` is a complex inner product space of any dimension, and `H t` is a linear map defined on all of it. `IsSymmetric` says $\langle Hx,y\rangle=\langle x,Hy\rangle$. An unbounded operator such as the kinetic energy fits only if `E` is a space of states that it maps into itself and in which the trajectories and their velocities remain. In `matrix_error_le_mul_time`, `EuclideanSpace ℂ n` holds coefficient vectors in an orthonormal basis, and `Matrix.toEuclideanLin` lets the Hermitian matrix act on them. The error is measured against the exact solution in that basis, so basis truncation is a separate matter.

**Trajectories.** The names `u'` and `v'` denote separate functions; for $T>0$, `hu` and `hv` make them the velocities, one-sided at the ends of the interval. Neither $H$ nor the velocities need be continuous in time. The exact solution is a hypothesis, given through `hsol`, and its existence is not derived.

**What a code must still supply.** The hypothesis `hdef` bounds the defect at every time in $[0,T]$, whereas a program evaluates it at finitely many times and with rounding. Passing from these samples to a bound for the whole curve is the step left to the user.

**The error bound.** `re_inner_velocity` is the identity in which $H$ drops out: `hreal` shows that the expectation value is real, and `h2` takes the inner product of $w$ with both sides of the equation of motion, and then the imaginary part. `hasDerivWithinAt_norm_sq` differentiates $\|w\|^2$. In `error_le_integral_defect`, `le_of_forall_pos_le_add` introduces $\varepsilon$, `hder` differentiates $g$, and `hint` differentiates the integral of $\delta$. The comparison is `image_le_of_deriv_right_le_deriv_boundary`: of two continuous functions, one that starts no higher than the other, and whose right derivative is nowhere larger, never exceeds it. The argument that proves the inequality between the derivatives contains the Cauchy–Schwarz estimate `h1` and the inequality $\|w\|\le g$ as `h2`.

**Its consequences.** `error_le_mul_time` evaluates the integral for constant $\delta$, and the matrix version translates Hermitian into symmetric. `norm_conserved` shows that $\|v\|^2$ has zero derivative and is therefore constant. `hamiltonian_error` rewrites the defect as $(K-H)v$ and uses that constant norm.

**The extremal example.** `bound_attained` treats the one-level case for every $t\ge0$. The function `phase` is the complex amplitude $e^{-i\omega t}$, not its angle, and `drifting` is the approximation $v$. The product rule gives the velocity, and `linear_combination` with $i^2=-1$ reduces the defect to $i d e^{-i\omega t}$.
